# A radial Thomas-Fermi atom has N ≤ Z, with N = Z exactly when μ = 0

A spherical Thomas-Fermi atom with nuclear charge $Z$ holds at most $Z$ electrons, and it is neutral exactly when its chemical potential $-\mu$ vanishes. I know this as the statement that Thomas-Fermi theory has no negative ions. Can it be derived rigorously from the radial equation and its boundary values alone, with a proof that a machine has checked?

## The bound holds because rφ is convex and the density vanishes where φ ≤ μ

Yes. For $c>0$, $\mu\ge 0$ and $Z>0$, every solution of the radial equation with the boundary values below has $N\le Z$, and $N=Z$ if and only if $\mu=0$. The Lean 4 proof also shows that for $\mu>0$ the atom is a positive ion with a sharp edge.

Let $\varphi(r)$ be the electrostatic potential of nucleus and electrons, in atomic units, and let $w=r\varphi$. The Thomas-Fermi density is proportional to $\max(\varphi-\mu,0)^{3/2}$, so Poisson's equation becomes

$$w''(r)=c\,r\,\max\!\left(\frac{w(r)}{r}-\mu,\,0\right)^{3/2},\qquad r>0.$$

The constant $c$ combines the Coulomb coupling with the prefactor of the kinetic energy. The condition $\mu\ge0$ says that the Fermi level is not above the vacuum level. At the nucleus $w\to Z$, and at infinity $w\to Z-N$, the net charge seen from far away. Write $s=w'$.

**Monotonicity.** The right-hand side is nonnegative, so $s$ is nondecreasing. If $s(a)>0$ at some $a$, then $w(x)\ge w(a)+s(a)(x-a)$ for $x>a$, which is unbounded and contradicts the finite limit. Hence $s\le0$, $w$ is nonincreasing, and $w(r)\ge Z-N$ for all $r>0$.

**Outside an edge.** Suppose $w(R)\le\mu R$ for some $R>0$. For $r\ge R$,

$$w(r)\le w(R)\le\mu R\le\mu r,$$

so the source vanishes and $w$ is affine on $[R,\infty)$. An affine function with a finite limit is constant, so $w(r)=Z-N$ there.

**Finding the edge.** As $r\to0$, $w(r)-\mu r\to Z>0$. If $w(b)\le\mu b$ at some $b>0$, the intermediate value theorem gives $R>0$ with $w(R)=\mu R$. By the previous step, $Z-N=\mu R$.

**No negative ions.** If $Z-N<0$, then $w(b)<0\le\mu b$ for some large $b$. An edge therefore exists and $Z-N=\mu R\ge0$, a contradiction.

**Positive ions.** If $\mu>0$, the line $\mu r$ eventually exceeds the bounded function $w$, so again an edge exists and $Z-N=\mu R>0$. For $0<r<R$ we have $w(r)\ge w(R)=\mu R>\mu r$, that is, $\varphi(r)>\mu$.

**Neutrality at $\mu=0$.** Suppose $L=Z-N>0$. Then $w\ge L$, and for $r\ge L$ the ratio $L/r$ is at most 1, so

$$c\,r\left(\frac{w}{r}\right)^{3/2}\ge c\,r\left(\frac{L}{r}\right)^{3/2}\ge c\,r\left(\frac{L}{r}\right)^{2}=\frac{cL^2}{r}.$$

For $R\ge L$, the source on $[R,2R]$ is at least $cL^2/(2R)$, so $s(2R)-s(R)\ge cL^2/2$. Since $s(2R)\le0$, this gives $s(R)\le-cL^2/2$ for every $R\ge L$. Then $w(r)\le w(L)-\tfrac{cL^2}{2}(r-L)$ for $r\ge L$, which eventually falls below $L$. This contradiction, together with $N\le Z$, leaves $N=Z$.

### What `IsAtom` assumes

`source c μ w r` is the right-hand side of the equation, with a real exponent $3/2$. The proposition `IsAtom c μ Z N w s` collects four conditions:

- `slope`: $w$ has derivative $s(r)$ at every $r>0$.
- `equation`: $s$ has derivative `source c μ w r` at every $r>0$.
- `nucleus`: $w\to Z$ as $r$ approaches 0 from above, written `𝓝[>] 0`.
- `infinity`: $w\to Z-N$ as $r\to\infty$.

The functions are defined on all of `ℝ`, but only positive radii are constrained. $Z$ and $N$ are real numbers, not necessarily integers.

The theorem `electron_number` states `N ≤ Z ∧ (N = Z ↔ μ = 0)` for every such solution with `0 < c`, `0 ≤ μ` and `0 < Z`. The theorem `ion_radius` describes the edge for `0 < μ`.

The electron number enters through the limit at infinity, as Gauss's law suggests; the file does not integrate a density. It also assumes a solution instead of constructing one, and it involves no energy minimisation and no molecules. Within this spherical model, which has no exchange or gradient corrections, a bound anion such as Cl⁻ cannot be described. The theorem says nothing about orbital-free functionals that add such corrections to Thomas-Fermi theory.

```lean
import Mathlib

open Filter Topology

namespace RadialThomasFermi

noncomputable section

/-- The right-hand side `c r max(w/r - μ, 0)^(3/2)` of the radial Thomas-Fermi equation,
meant for radii `r > 0`. -/
def source (c μ : ℝ) (w : ℝ → ℝ) (r : ℝ) : ℝ :=
  c * r * (max (w r / r - μ) 0) ^ (3 / 2 : ℝ)

/-- The function `w = r φ`, with slope `s`, solves the radial Thomas-Fermi equation on `r > 0`,
tends to `Z` at the nucleus and to `Z - N` at infinity. -/
structure IsAtom (c μ Z N : ℝ) (w s : ℝ → ℝ) : Prop where
  slope : ∀ r, 0 < r → HasDerivAt w (s r) r
  equation : ∀ r, 0 < r → HasDerivAt s (source c μ w r) r
  nucleus : Tendsto w (𝓝[>] 0) (𝓝 Z)
  infinity : Tendsto w atTop (𝓝 (Z - N))

variable {c μ Z N : ℝ} {w s : ℝ → ℝ}

/-- Mean value theorem on the half-line of positive radii. -/
theorem mean_value {f g : ℝ → ℝ} (h : ∀ r, 0 < r → HasDerivAt f (g r) r) {a b : ℝ}
    (ha : 0 < a) (hab : a < b) : ∃ x, a < x ∧ x < b ∧ f b - f a = g x * (b - a) := by
  obtain ⟨x, hx, he⟩ := exists_hasDerivAt_eq_slope f g hab
    (fun y hy => (h y (lt_of_lt_of_le ha hy.1)).continuousAt.continuousWithinAt)
    (fun y hy => h y (ha.trans hy.1))
  have hne : b - a ≠ 0 := (sub_pos.2 hab).ne'
  exact ⟨x, hx.1, hx.2, by rw [he, div_mul_cancel₀ _ hne]⟩

/-- At every radius `r > 0` the slope of `w = r φ` is at most zero. -/
theorem slope_nonpos (h : IsAtom c μ Z N w s) (hc : 0 < c) {a : ℝ} (ha : 0 < a) :
    s a ≤ 0 := by
  by_contra hn
  have hpos : 0 < s a := not_le.1 hn
  -- far out, the tangent line at `a` exceeds the bound given by the limit
  obtain ⟨x, hx, hxm⟩ := ((h.infinity.eventually_lt_const (lt_add_one (Z - N))).and
    (eventually_gt_atTop (max a (a + (Z - N + 1 - w a) / s a)))).exists
  have hax : a < x := lt_of_le_of_lt (le_max_left _ _) hxm
  have hx2 := lt_of_le_of_lt (le_max_right _ _) hxm
  have hdiv : (Z - N + 1 - w a) / s a < x - a := by linarith
  rw [div_lt_iff₀ hpos] at hdiv
  obtain ⟨y, hay, _, hy⟩ := mean_value h.slope ha hax
  -- the slope is nondecreasing because the source is nonnegative
  obtain ⟨z, haz, _, hz⟩ := mean_value h.equation ha hay
  have hsrc : 0 ≤ source c μ w z :=
    mul_nonneg (mul_nonneg hc.le (ha.trans haz).le) (Real.rpow_nonneg (le_max_right _ _) _)
  have hmono : s a ≤ s y := by
    linarith [mul_nonneg hsrc (sub_nonneg.2 hay.le)]
  nlinarith [mul_le_mul_of_nonneg_right hmono (sub_nonneg.2 hax.le)]

/-- On the positive radii the function `w = r φ` does not increase with the radius. -/
theorem antitone (h : IsAtom c μ Z N w s) (hc : 0 < c) {a b : ℝ} (ha : 0 < a)
    (hab : a ≤ b) : w b ≤ w a := by
  rcases hab.eq_or_lt with rfl | hlt
  · exact le_rfl
  · obtain ⟨x, hax, _, hx⟩ := mean_value h.slope ha hlt
    have := mul_nonpos_of_nonpos_of_nonneg (slope_nonpos h hc (ha.trans hax))
      (sub_nonneg.2 hlt.le)
    linarith

/-- At every radius `r > 0` the function `w = r φ` is at least the net charge `Z - N`. -/
theorem net_charge_le (h : IsAtom c μ Z N w s) (hc : 0 < c) {r : ℝ} (hr : 0 < r) :
    Z - N ≤ w r :=
  le_of_tendsto h.infinity ((eventually_ge_atTop r).mono fun _ hx => antitone h hc hr hx)

/-- If `φ ≤ μ` at a radius `R`, then from `R` outwards `r φ` equals the net charge `Z - N`. -/
theorem coulomb_outside (h : IsAtom c μ Z N w s) (hc : 0 < c) (hμ : 0 ≤ μ) {R : ℝ}
    (hR : 0 < R) (hw : w R ≤ μ * R) : ∀ r, R ≤ r → w r = Z - N := by
  -- the source vanishes beyond `R`, so the slope is constant there
  have hs : ∀ r, R < r → s r = s R := by
    intro r hr
    obtain ⟨x, hRx, _, hx⟩ := mean_value h.equation hR hr
    have hx0 : 0 < x := hR.trans hRx
    have hle : w x ≤ μ * x := by
      linarith [antitone h hc hR hRx.le, mul_le_mul_of_nonneg_left hRx.le hμ]
    have hq : w x / x - μ ≤ 0 := by
      linarith [(div_le_iff₀ hx0).2 hle]
    have h0 : source c μ w x = 0 := by
      rw [source, max_eq_right hq, Real.zero_rpow (by norm_num), mul_zero]
    rw [h0, zero_mul] at hx
    linarith
  -- a negative constant slope would take `w` below its limit
  have hsR : s R = 0 := by
    by_contra hne
    have hneg : s R < 0 := lt_of_le_of_ne (slope_nonpos h hc hR) hne
    obtain ⟨d, hd⟩ : ∃ d, d = (w R - (Z - N) + 1) / (-s R) := ⟨_, rfl⟩
    have hd0 : 0 < d := by
      rw [hd]
      exact div_pos (by linarith [net_charge_le h hc hR]) (by linarith)
    have hd1 : d * (-s R) = w R - (Z - N) + 1 := by
      rw [hd, div_mul_cancel₀ _ (neg_ne_zero.2 hne)]
    obtain ⟨x, hRx, _, hx⟩ := mean_value h.slope hR (show R < R + d by linarith)
    rw [hs x hRx] at hx
    have hlow := net_charge_le h hc (show 0 < R + d by linarith)
    nlinarith
  have hconst : ∀ r, R ≤ r → w r = w R := by
    intro r hr
    rcases hr.eq_or_lt with rfl | hlt
    · rfl
    · obtain ⟨x, hRx, _, hx⟩ := mean_value h.slope hR hlt
      rw [hs x hRx, hsR, zero_mul] at hx
      linarith
  have hup : w R ≤ Z - N :=
    ge_of_tendsto h.infinity ((eventually_ge_atTop R).mono fun r hr => (hconst r hr).ge)
  intro r hr
  linarith [hconst r hr, net_charge_le h hc hR]

/-- If `φ ≤ μ` at some radius, then `φ = μ` at some radius `R > 0`. -/
theorem exists_edge (h : IsAtom c μ Z N w s) (hZ : 0 < Z) {b : ℝ} (hb : 0 < b)
    (hw : w b ≤ μ * b) : ∃ R, 0 < R ∧ w R = μ * R := by
  have hlin : Tendsto (fun r : ℝ => μ * r) (𝓝[>] 0) (𝓝 (μ * 0)) :=
    ((by fun_prop : Continuous fun r : ℝ => μ * r).tendsto 0).mono_left nhdsWithin_le_nhds
  have hpos := (h.nucleus.sub hlin).eventually_const_lt (show 0 < Z - μ * 0 by simpa using hZ)
  have hsmall : ∀ᶠ r in 𝓝[>] (0 : ℝ), r ∈ Set.Ioo 0 b := Ioo_mem_nhdsGT hb
  obtain ⟨a, ha, ha0, hab⟩ := (hpos.and hsmall).exists
  have hcont : ContinuousOn w (Set.Icc a b) := fun x hx =>
    (h.slope x (lt_of_lt_of_le ha0 hx.1)).continuousAt.continuousWithinAt
  have hcont' : ContinuousOn (fun r => w r - μ * r) (Set.Icc a b) :=
    hcont.sub (by fun_prop : Continuous fun r : ℝ => μ * r).continuousOn
  obtain ⟨R, hR, he⟩ := intermediate_value_Icc' hab.le hcont'
    (show (0 : ℝ) ∈ Set.Icc (w b - μ * b) (w a - μ * a) from ⟨by linarith, ha.le⟩)
  exact ⟨R, lt_of_lt_of_le ha0 hR.1, sub_eq_zero.1 he⟩

/-- For `μ > 0` there is a radius `R > 0` with `φ > μ` inside, `r φ = Z - N` outside,
and `μ R = Z - N`. -/
theorem ion_radius (h : IsAtom c μ Z N w s) (hc : 0 < c) (hμ : 0 < μ) (hZ : 0 < Z) :
    ∃ R, 0 < R ∧ (∀ r, 0 < r → r < R → μ < w r / r) ∧
      (∀ r, R ≤ r → w r = Z - N) ∧ μ * R = Z - N := by
  obtain ⟨b, hb, hbm⟩ := ((h.infinity.eventually_lt_const (lt_add_one (Z - N))).and
    (eventually_gt_atTop (max 0 ((Z - N + 1) / μ)))).exists
  have hb0 : 0 < b := lt_of_le_of_lt (le_max_left _ _) hbm
  have hb1 := (div_lt_iff₀ hμ).1 (lt_of_le_of_lt (le_max_right _ _) hbm)
  obtain ⟨R, hR, he⟩ := exists_edge h hZ hb0 (by linarith)
  have hout := coulomb_outside h hc hμ.le hR he.le
  refine ⟨R, hR, fun r hr hrR => ?_, hout, by rw [← he, hout R le_rfl]⟩
  rw [lt_div_iff₀ hr]
  linarith [antitone h hc hr hrR.le, mul_lt_mul_of_pos_left hrR hμ]

/-- A Thomas-Fermi atom binds at most `Z` electrons. -/
theorem no_negative_ions (h : IsAtom c μ Z N w s) (hc : 0 < c) (hμ : 0 ≤ μ) (hZ : 0 < Z) :
    N ≤ Z := by
  by_contra hn
  have hneg : Z - N < 0 := by linarith [not_le.1 hn]
  obtain ⟨b, hb, hb0⟩ :=
    ((h.infinity.eventually_lt_const hneg).and (eventually_gt_atTop 0)).exists
  obtain ⟨R, hR, he⟩ := exists_edge h hZ hb0 (by linarith [mul_nonneg hμ hb0.le])
  linarith [coulomb_outside h hc hμ hR he.le R le_rfl, mul_nonneg hμ hR.le]

/-- A Thomas-Fermi atom with `μ = 0` is neutral. -/
theorem neutral_of_zero (h : IsAtom c 0 Z N w s) (hc : 0 < c) (hZ : 0 < Z) : N = Z := by
  by_contra hne
  obtain ⟨L, hL⟩ : ∃ L, L = Z - N := ⟨_, rfl⟩
  have hL0 : 0 < L := by
    linarith [lt_of_le_of_ne (no_negative_ions h hc le_rfl hZ) hne]
  have hlow : ∀ r, 0 < r → L ≤ w r := fun r hr => hL ▸ net_charge_le h hc hr
  have hk : 0 < c * L ^ 2 := by positivity
  -- between `R` and `2R` the slope grows by at least `c L² / 2`
  have key : ∀ R, L ≤ R → s R ≤ -(c * L ^ 2 / 2) := by
    intro R hLR
    have hR : 0 < R := lt_of_lt_of_le hL0 hLR
    obtain ⟨x, hRx, hx2, hx⟩ := mean_value h.equation hR (show R < 2 * R by linarith)
    have hx0 : 0 < x := hR.trans hRx
    have hq : 0 < L / x := div_pos hL0 hx0
    have hq1 : L / x ≤ 1 := (div_le_one hx0).2 (by linarith)
    have p1 : (L / x) ^ (2 : ℝ) ≤ (L / x) ^ (3 / 2 : ℝ) :=
      Real.rpow_le_rpow_of_exponent_ge hq hq1 (by norm_num)
    rw [Real.rpow_two] at p1
    have hwx := hlow x hx0
    have hdiv : L / x ≤ w x / x - 0 := by
      rw [sub_zero]
      gcongr
    have p2 : (L / x) ^ (3 / 2 : ℝ) ≤ (max (w x / x - 0) 0) ^ (3 / 2 : ℝ) :=
      Real.rpow_le_rpow hq.le (le_max_of_le_left hdiv) (by norm_num)
    have p3 : c * x * (L / x) ^ 2 ≤ source c 0 w x :=
      mul_le_mul_of_nonneg_left (p1.trans p2) (mul_pos hc hx0).le
    have e : c * x * (L / x) ^ 2 = c * L ^ 2 / x := by field_simp
    rw [e] at p3
    have g : c * L ^ 2 / 2 ≤ c * L ^ 2 / x * R := by
      rw [div_mul_eq_mul_div, div_le_div_iff₀ two_pos hx0]
      nlinarith [mul_le_mul_of_nonneg_left hx2.le hk.le]
    have p4 := mul_le_mul_of_nonneg_right p3 hR.le
    have hs2 := slope_nonpos h hc (show 0 < 2 * R by linarith)
    nlinarith
  -- so `w` would reach zero at a finite radius
  obtain ⟨d, hd⟩ : ∃ d, d = w L / (c * L ^ 2 / 2) := ⟨_, rfl⟩
  have hd0 : 0 < d := by
    rw [hd]
    exact div_pos (lt_of_lt_of_le hL0 (hlow L hL0)) (by linarith)
  have hd1 : d * (c * L ^ 2 / 2) = w L := by
    rw [hd, div_mul_cancel₀ _ (by positivity)]
  obtain ⟨x, hLx, _, hx⟩ := mean_value h.slope hL0 (show L < L + d by linarith)
  have hend := hlow (L + d) (by linarith)
  nlinarith [mul_le_mul_of_nonneg_right (key x hLx.le) hd0.le]

/-- A Thomas-Fermi atom has `N ≤ Z`, and it is neutral exactly when `μ = 0`. -/
theorem electron_number (h : IsAtom c μ Z N w s) (hc : 0 < c) (hμ : 0 ≤ μ) (hZ : 0 < Z) :
    N ≤ Z ∧ (N = Z ↔ μ = 0) := by
  refine ⟨no_negative_ions h hc hμ hZ, fun hN => ?_, fun h0 => ?_⟩
  · by_contra hne
    have hpos : 0 < μ := lt_of_le_of_ne hμ (Ne.symm hne)
    obtain ⟨R, hR, _, _, he⟩ := ion_radius h hc hpos hZ
    linarith [mul_pos hpos hR]
  · subst h0
    exact neutral_of_zero h hc hZ

end

end RadialThomasFermi
```

```lean
#print axioms RadialThomasFermi.electron_number
```

```
'RadialThomasFermi.electron_number' depends on axioms: [propext, Classical.choice, Quot.sound]
```

### From the mean value theorem to `electron_number`

The proof uses no integrals. `mean_value` turns a derivative on $r>0$ into a difference between two radii, and it is applied both to $w$ and to $s$.

`slope_nonpos` uses it twice: once to compare $w$ with its tangent line at $a$, and once to show that the slope has not decreased. `antitone` and `net_charge_le` complete the monotonicity step.

`coulomb_outside` first proves that $s$ is constant beyond $R$. If that constant were negative, the chosen distance `d` would bring $w(R+d)$ to $Z-N-1$, below the bound in `net_charge_le`. The slope is therefore zero, and the limit fixes the value of $w$.

`exists_edge` applies `intermediate_value_Icc'` to $w(r)-\mu r$ between a point near the nucleus and $b$. `ion_radius` and `no_negative_ions` each supply a suitable $b$ from the limit at infinity.

In `neutral_of_zero`, `p1` replaces the exponent $3/2$ by 2, `p2` replaces $L$ by $w$, and `p3` combines them into the lower bound on the source. The statement `key` is the slope estimate $s(R)\le-cL^2/2$. With $d=w(L)/(cL^2/2)$, it forces $w(L+d)\le0$, contradicting $w\ge L>0$.

Finally, `electron_number` assembles the parts: `ion_radius` excludes $\mu>0$ when $N=Z$, and `neutral_of_zero` gives the converse.
